# For four [111] valleys with ml ≠ mt, the population-weighted inverse mass tensor is isotropic exactly when the populations are equal

## Can unequally filled [111] valleys still respond isotropically?

Take four conduction-band valleys, numbered k = 0, 1, 2, 3, whose axes are unit vectors along the body diagonals of a cube:

n₀ = (1, 1, 1)/√3

n₁ = (1, −1, −1)/√3

n₂ = (−1, 1, −1)/√3

n₃ = (−1, −1, 1)/√3

Each valley is an ellipsoid with mass ml along its axis and mt across it, so with I the 3×3 identity its inverse mass tensor should be

I/mt + (1/ml − 1/mt) nₖ nₖᵀ

I weight these tensors with populations wₖ and add them up. Equal populations give a multiple of I, as cubic symmetry demands. I believe the converse also holds when ml ≠ mt: if the sum is a multiple of I, then all four populations are equal. I would like to see this made rigorous and machine-checked, starting from the mass tensor itself, so that the inverse is derived as well.

## Isotropy amounts to three linear equations for the populations

Your converse is right for any nonzero ml ≠ mt. If both masses are positive, more is true: the weighted tensor determines all four populations. I derive both statements by hand first, then give the Lean file and explain how it corresponds to the derivation.

### Inverting one valley's mass tensor

Fix a valley with axis n, and let P = n nᵀ. Since n has length one,

P² = n (nᵀn) nᵀ = n nᵀ = P

so P is the projector onto the axis. A tensor with principal value l along n and t across it is

U(l, t) = t I + (l − t) P

and the valley's mass tensor is U(ml, mt). Two such tensors with the same axis have the product

U(l, t) U(l′, t′) = t t′ I + [t (l′ − t′) + (l − t) t′ + (l − t)(l′ − t′)] P

The bracket multiplies out to l l′ − t t′, and therefore

U(l, t) U(l′, t′) = U(l l′, t t′)

Principal values simply multiply. With l = ml, t = mt, l′ = 1/ml and t′ = 1/mt, the product is U(1, 1) = I. The inverse of the mass tensor is thus U(1/ml, 1/mt), which is the formula in your question.

### Adding the four valleys

Let W be the sum of the inverse mass tensors weighted by wₖ. I number the Cartesian components 0, 1, 2.

Every axis component squares to 1/3, so each valley contributes the same amount to every diagonal entry:

1/mt + (1/ml − 1/mt)/3 = (1/ml + 2/mt)/3

Hence

W₀₀ = W₁₁ = W₂₂ = (1/ml + 2/mt)/3 · (w₀ + w₁ + w₂ + w₃)

Off the diagonal only the dyads contribute, and the product of two different components of nₖ is +1/3 or −1/3. Reading the signs from the list of axes gives

W₀₁ = (1/ml − 1/mt)/3 · (w₀ − w₁ − w₂ + w₃)

W₀₂ = (1/ml − 1/mt)/3 · (w₀ − w₁ + w₂ − w₃)

W₁₂ = (1/ml − 1/mt)/3 · (w₀ + w₁ − w₂ − w₃)

and W is symmetric.

Suppose now that W = c I for some number c. The three off-diagonal entries vanish. Because ml ≠ mt, the common prefactor is nonzero, so the three signed combinations of populations vanish. Adding them in pairs gives

2w₀ − 2w₁ = 0, from W₀₁ and W₀₂

2w₀ − 2w₂ = 0, from W₀₁ and W₁₂

2w₀ − 2w₃ = 0, from W₀₂ and W₁₂

and all populations equal w₀. Conversely, if they are all equal, each signed combination contains two plus and two minus signs and vanishes, and W is a multiple of I.

It is a mistake to test isotropy by comparing W₀₀, W₁₁ and W₂₂. These entries agree for every choice of populations, even when a single valley holds all the electrons. In the cubic frame the anisotropy appears only off the diagonal.

### Recovering the populations

Write S for the total population, and A, B, D for the signed combinations in W₀₁, W₀₂ and W₁₂, in that order. Then

w₀ = (S + A + B + D)/4

w₁ = (S − A − B + D)/4

w₂ = (S − A + B − D)/4

w₃ = (S + A − B − D)/4

The off-diagonal entries give A, B and D when ml ≠ mt. The diagonal gives S provided that 1/ml + 2/mt is not zero, which positive masses guarantee. With masses of opposite sign it can fail: for mt = −2ml the diagonal of W vanishes whatever the total population is.

### The Lean file

```lean
import Mathlib

open Matrix

namespace BodyDiagonalValleys

noncomputable section

/-- Representatives of the four body diagonals of the cube, not normalised. -/
def diagonal : Fin 4 → Fin 3 → ℝ :=
  ![![1, 1, 1], ![1, -1, -1], ![-1, 1, -1], ![-1, -1, 1]]

/-- The axis of valley `k`: the body diagonal divided by its length `√3`. -/
def axis (k : Fin 4) : Fin 3 → ℝ := fun i => diagonal k i / √3

/-- The tensor with principal value `l` along the axis of valley `k` and `t` across it. -/
def uniaxial (l t : ℝ) (k : Fin 4) : Matrix (Fin 3) (Fin 3) ℝ :=
  t • (1 : Matrix (Fin 3) (Fin 3) ℝ) + (l - t) • vecMulVec (axis k) (axis k)

/-- The sum of the inverse mass tensors of the four valleys, weighted by the populations `w`. -/
def weightedInverseMass (ml mt : ℝ) (w : Fin 4 → ℝ) : Matrix (Fin 3) (Fin 3) ℝ :=
  ∑ k, w k • (uniaxial ml mt k)⁻¹

/-- Products of axis components are products of signs divided by three. -/
theorem axis_mul (k : Fin 4) (i j : Fin 3) :
    axis k i * axis k j = diagonal k i * diagonal k j / 3 := by
  unfold axis
  rw [div_mul_div_comm, Real.mul_self_sqrt (by norm_num)]

/-- Each valley axis is a unit vector. -/
theorem axis_unit (k : Fin 4) :
    axis k 0 * axis k 0 + axis k 1 * axis k 1 + axis k 2 * axis k 2 = 1 := by
  have hsq : ∀ i, diagonal k i * diagonal k i = 1 := by
    intro i
    fin_cases k <;> fin_cases i <;> simp [diagonal]
  simp only [axis_mul, hsq]
  norm_num

/-- The components of a uniaxial tensor in the cubic frame. -/
theorem uniaxial_apply (l t : ℝ) (k : Fin 4) (i j : Fin 3) :
    uniaxial l t k i j =
      t * (if i = j then 1 else 0) + (l - t) * (diagonal k i * diagonal k j / 3) := by
  rw [← axis_mul]
  simp [uniaxial, Matrix.vecMulVec_apply, Matrix.one_apply]

/-- Uniaxial tensors with a common axis multiply by multiplying their principal values. -/
theorem uniaxial_mul (l t l' t' : ℝ) (k : Fin 4) :
    uniaxial l t k * uniaxial l' t' k = uniaxial (l * l') (t * t') k := by
  -- the dyad of a unit vector is a projector
  have hP : vecMulVec (axis k) (axis k) * vecMulVec (axis k) (axis k)
      = vecMulVec (axis k) (axis k) := by
    ext i j
    simp only [Matrix.mul_apply, Fin.sum_univ_three, Matrix.vecMulVec_apply]
    linear_combination (axis k i * axis k j) * axis_unit k
  unfold uniaxial
  simp only [add_mul, mul_add, Matrix.smul_mul, Matrix.mul_smul, one_mul, mul_one, hP]
  module

/-- The inverse of a valley's mass tensor is uniaxial about the same axis, with principal
values `1/ml` and `1/mt`. -/
theorem inverse_mass {ml mt : ℝ} (hl : ml ≠ 0) (ht : mt ≠ 0) (k : Fin 4) :
    (uniaxial ml mt k)⁻¹ = uniaxial ml⁻¹ mt⁻¹ k := by
  apply Matrix.inv_eq_right_inv
  rw [uniaxial_mul, mul_inv_cancel₀ hl, mul_inv_cancel₀ ht]
  simp [uniaxial]

/-- The weighted inverse mass tensor in the cubic frame: equal diagonal entries, and
off-diagonal entries proportional to signed combinations of the populations. -/
theorem weightedInverseMass_eq {ml mt : ℝ} (hl : ml ≠ 0) (ht : mt ≠ 0) (w : Fin 4 → ℝ) :
    weightedInverseMass ml mt w =
      !![(ml⁻¹ + 2 * mt⁻¹) / 3 * (w 0 + w 1 + w 2 + w 3),
          (ml⁻¹ - mt⁻¹) / 3 * (w 0 - w 1 - w 2 + w 3),
          (ml⁻¹ - mt⁻¹) / 3 * (w 0 - w 1 + w 2 - w 3);
         (ml⁻¹ - mt⁻¹) / 3 * (w 0 - w 1 - w 2 + w 3),
          (ml⁻¹ + 2 * mt⁻¹) / 3 * (w 0 + w 1 + w 2 + w 3),
          (ml⁻¹ - mt⁻¹) / 3 * (w 0 + w 1 - w 2 - w 3);
         (ml⁻¹ - mt⁻¹) / 3 * (w 0 - w 1 + w 2 - w 3),
          (ml⁻¹ - mt⁻¹) / 3 * (w 0 + w 1 - w 2 - w 3),
          (ml⁻¹ + 2 * mt⁻¹) / 3 * (w 0 + w 1 + w 2 + w 3)] := by
  ext i j
  simp only [weightedInverseMass, inverse_mass hl ht, Matrix.sum_apply, Matrix.smul_apply,
    uniaxial_apply, Fin.sum_univ_four, smul_eq_mul]
  fin_cases i <;> fin_cases j <;> simp [diagonal] <;> ring

/-- For distinct nonzero longitudinal and transverse masses, the weighted inverse mass tensor
is a multiple of the identity if and only if all four valley populations are equal. -/
theorem isotropic_iff_equal_populations {ml mt : ℝ} (hl : ml ≠ 0) (ht : mt ≠ 0)
    (hne : ml ≠ mt) (w : Fin 4 → ℝ) :
    (∃ c : ℝ, weightedInverseMass ml mt w = c • (1 : Matrix (Fin 3) (Fin 3) ℝ)) ↔
      ∀ i j, w i = w j := by
  have he : (ml⁻¹ - mt⁻¹) / 3 ≠ 0 :=
    div_ne_zero (sub_ne_zero.mpr fun h => hne (inv_inj.mp h)) (by norm_num)
  constructor
  · rintro ⟨c, hc⟩
    rw [weightedInverseMass_eq hl ht] at hc
    -- the three off-diagonal entries vanish
    have h01 : (ml⁻¹ - mt⁻¹) / 3 * (w 0 - w 1 - w 2 + w 3) = 0 := by
      simpa [Matrix.one_apply] using congrFun (congrFun hc 0) 1
    have h02 : (ml⁻¹ - mt⁻¹) / 3 * (w 0 - w 1 + w 2 - w 3) = 0 := by
      simpa [Matrix.one_apply] using congrFun (congrFun hc 0) 2
    have h12 : (ml⁻¹ - mt⁻¹) / 3 * (w 0 + w 1 - w 2 - w 3) = 0 := by
      simpa [Matrix.one_apply] using congrFun (congrFun hc 1) 2
    have a := (mul_eq_zero.mp h01).resolve_left he
    have b := (mul_eq_zero.mp h02).resolve_left he
    have d := (mul_eq_zero.mp h12).resolve_left he
    have key : ∀ i, w i = w 0 := by
      intro i
      fin_cases i
      · rfl
      · change w 1 = w 0
        linarith
      · change w 2 = w 0
        linarith
      · change w 3 = w 0
        linarith
    intro i j
    rw [key i, key j]
  · intro h
    refine ⟨(ml⁻¹ + 2 * mt⁻¹) / 3 * (w 0 + w 0 + w 0 + w 0), ?_⟩
    rw [weightedInverseMass_eq hl ht, h 1 0, h 2 0, h 3 0]
    ext i j
    fin_cases i <;> fin_cases j <;> simp

/-- For distinct positive masses, different valley populations give different weighted
inverse mass tensors. -/
theorem weightedInverseMass_injective {ml mt : ℝ} (hl : 0 < ml) (ht : 0 < mt)
    (hne : ml ≠ mt) : Function.Injective (weightedInverseMass ml mt) := by
  intro w v h
  have he : (ml⁻¹ - mt⁻¹) / 3 ≠ 0 :=
    div_ne_zero (sub_ne_zero.mpr fun h => hne (inv_inj.mp h)) (by norm_num)
  have hs : (ml⁻¹ + 2 * mt⁻¹) / 3 ≠ 0 := by positivity
  rw [weightedInverseMass_eq hl.ne' ht.ne', weightedInverseMass_eq hl.ne' ht.ne'] at h
  -- the diagonal fixes the total population, the other entries fix the differences
  have s : w 0 + w 1 + w 2 + w 3 = v 0 + v 1 + v 2 + v 3 :=
    mul_left_cancel₀ hs (congrFun (congrFun h 0) 0)
  have a : w 0 - w 1 - w 2 + w 3 = v 0 - v 1 - v 2 + v 3 :=
    mul_left_cancel₀ he (congrFun (congrFun h 0) 1)
  have b : w 0 - w 1 + w 2 - w 3 = v 0 - v 1 + v 2 - v 3 :=
    mul_left_cancel₀ he (congrFun (congrFun h 0) 2)
  have d : w 0 + w 1 - w 2 - w 3 = v 0 + v 1 - v 2 - v 3 :=
    mul_left_cancel₀ he (congrFun (congrFun h 1) 2)
  funext i
  fin_cases i
  · change w 0 = v 0
    linarith
  · change w 1 = v 1
    linarith
  · change w 2 = v 2
    linarith
  · change w 3 = v 3
    linarith

end

end BodyDiagonalValleys
```

```lean
#print axioms BodyDiagonalValleys.isotropic_iff_equal_populations
-- 'BodyDiagonalValleys.isotropic_iff_equal_populations' depends on axioms: [propext, Classical.choice, Quot.sound]
#print axioms BodyDiagonalValleys.weightedInverseMass_injective
-- 'BodyDiagonalValleys.weightedInverseMass_injective' depends on axioms: [propext, Classical.choice, Quot.sound]
```

### What the theorems say

`diagonal` lists the sign vectors of the four body diagonals, and `axis` divides them by √3, so `axis k` is nₖ. The index types `Fin 4` and `Fin 3` number valleys and Cartesian components from zero, as above. `vecMulVec (axis k) (axis k)` is the dyad nₖ nₖᵀ, and `uniaxial l t k` is U(l, t) for valley k. All matrices are real and written in the cubic frame.

`weightedInverseMass ml mt w` is W. It contains the actual matrix inverse of the mass tensor `uniaxial ml mt k`. The hypotheses `ml ≠ 0` and `mt ≠ 0` say that this tensor is invertible, which physically means that the band has a finite, nonzero curvature both along the valley axis and across it.

The first main theorem, `isotropic_iff_equal_populations`, takes nonzero masses with `ml ≠ mt` and any real weights `w`. It states that some real c with W = c I exists if and only if `w i = w j` for all valleys i and j. The condition `ml ≠ mt` excludes spherical valleys, which would give an isotropic sum for any filling.

The second, `weightedInverseMass_injective`, takes positive masses with `ml ≠ mt` and states that the map from populations to tensors is injective: two different sets of populations never give the same W.

The weights need not be non-negative or add up to one, so they can stand for electron densities, for occupation fractions, or for deviations from an equilibrium filling. The masses are plain real numbers in whatever unit one prefers. All four valleys share the same two masses and have their axes exactly along the body diagonals. The populations are given, not computed from a temperature, a Fermi level or a strain.

In a model of parabolic valleys with one constant scalar relaxation time, the same for all valleys and all energies, the conductivity of a semiconductor such as n-type germanium is proportional to W with the electron densities of the valleys as weights, so it is isotropic exactly when the valleys are equally filled. That proportionality is physical input from transport theory and does not appear in the file.

A different model would define each valley's inverse mass tensor directly by the formula in your question. The proof would be shorter, since the product rule and the inversion would no longer be needed, but the link between the formula and the mass tensor would then be assumed. Here it is the theorem `inverse_mass`.

### How the proof follows the derivation

`axis_mul` replaces a product of two axis components by a product of signs divided by three. This is the only place where √3 · √3 = 3 is used, and the later calculations are free of square roots. `axis_unit` uses it to show that each axis has length one, after checking that every sign squares to one. `uniaxial_apply` writes out the components of U(l, t) in the same form.

`uniaxial_mul` is the product rule. Its inner statement `hP` is P² = P. Entry by entry, the difference between the two sides is nᵢnⱼ times (nᵀn − 1), and this is the multiple of `axis_unit` that `linear_combination` is given. The product is then expanded, `hP` replaces P² by P, and `module` compares the coefficients of I and P on both sides, which is the multiplication of the bracket done above.

`inverse_mass` applies the product rule to the mass tensor and its proposed inverse. The principal values become ml · ml⁻¹ = 1 and mt · mt⁻¹ = 1, so the product is I. For square matrices a right inverse is the inverse, which is what `Matrix.inv_eq_right_inv` supplies.

`weightedInverseMass_eq` is the explicit 3×3 form of W. The sum over valleys is written out as four terms, `fin_cases` goes through the nine entries, `simp` inserts the signs, and `ring` collects the populations.

In the proof of `isotropic_iff_equal_populations`, `he` records that the off-diagonal prefactor is nonzero, because distinct masses have distinct inverses. For the forward direction, `h01`, `h02` and `h12` read the three independent off-diagonal entries from the matrix equation W = c I. Each is a product equal to zero, and `he` excludes the first factor. This leaves the three linear equations `a`, `b` and `d`, from which `linarith` obtains wᵢ = w₀ for each valley by the pairwise additions shown earlier. For the converse, the proof names the scalar

c = (1/ml + 2/mt)/3 · 4w₀

replaces every population by w₀ and compares the entries of the two matrices.

`weightedInverseMass_injective` starts from two population vectors `w` and `v` with the same tensor. Besides `he` it needs `hs`, the statement that the diagonal prefactor is nonzero, which `positivity` derives from the positive masses. Cancelling the prefactors gives four equations: `s` says that the totals S agree, and `a`, `b` and `d` say the same of A, B and D. For each valley, `linarith` combines them as in the recovery formulas and concludes that `w` and `v` agree.
